# For an odd number of spins 1/2, S² is at least 3/4 and no singlet exists

When three antiferromagnetically coupled spins 1/2 try to pair off, one is always left over, which raises the question of how small the total spin of an odd number of spins can be. With spin measured in units of $\hbar$, the file below proves that $S^2\ge 3/4$ for every odd number $N$ of spins 1/2, and derives from this a lower bound on the sum of $\mathbf S_i\cdot\mathbf S_j$ over all pairs.

```lean
import Mathlib

open Matrix
open scoped ComplexOrder

namespace OddSpinCoupling

noncomputable section

/-- Operators on the state space of `N` spins 1/2, as matrices in the basis of spin configurations. -/
abbrev Op (N : ℕ) := Matrix (Fin N → Fin 2) (Fin N → Fin 2) ℂ

/-- The three Pauli matrices, in the order x, y, z. -/
def pauli : Fin 3 → Matrix (Fin 2) (Fin 2) ℂ :=
  ![!![0, 1; 1, 0], !![0, -Complex.I; Complex.I, 0], !![1, 0; 0, -1]]

/-- The tensor product of one single-spin operator for each site. -/
def tensor {N : ℕ} (A : Fin N → Matrix (Fin 2) (Fin 2) ℂ) : Op N :=
  Matrix.of fun s t => ∏ k, A k (s k) (t k)

/-- The single-spin operator `m` acting on site `i`, with the identity on all other sites. -/
def site {N : ℕ} (i : Fin N) (m : Matrix (Fin 2) (Fin 2) ℂ) : Op N :=
  tensor fun k => if k = i then m else 1

/-- The component `α` of the spin at site `i`, in units of ħ. -/
def spin {N : ℕ} (i : Fin N) (α : Fin 3) : Op N := (1 / 2 : ℂ) • site i (pauli α)

/-- The component `α` of the total spin. -/
def totalSpin (N : ℕ) (α : Fin 3) : Op N := ∑ i, spin i α

/-- The square of the total spin. -/
def spinSq (N : ℕ) : Op N := ∑ α, totalSpin N α * totalSpin N α

/-- The scalar product of the spins at sites `i` and `j`. -/
def spinDot {N : ℕ} (i j : Fin N) : Op N := ∑ α, spin i α * spin j α

/-- The sum of the spin scalar products over all pairs `i < j`. -/
def exchange (N : ℕ) : Op N := ∑ i, ∑ j, if i < j then spinDot i j else 0

/-- For commuting Hermitian involutions whose number plus the integer `c` is odd,
the square of their sum shifted by `c` is at least one. -/
theorem involution_gap {n ι : Type*} [Fintype n] [DecidableEq n] [DecidableEq ι]
    (a : ι → Matrix n n ℂ) (hH : ∀ i, (a i)ᴴ = a i) (hsq : ∀ i, a i * a i = 1)
    (hc : ∀ i j, a i * a j = a j * a i) (s : Finset ι) :
    ∀ c : ℤ, Odd ((s.card : ℤ) + c) →
      ((∑ i ∈ s, a i + (c : Matrix n n ℂ)) * (∑ i ∈ s, a i + (c : Matrix n n ℂ))
        - 1).PosSemidef := by
  have hq : (0 : ℂ) ≤ 1 / 4 := by
    rw [Complex.le_def]; constructor <;> norm_num
  -- one involution is split off with the (unnormalised) projectors 1 + a and 1 - a
  have step : ∀ a B : Matrix n n ℂ, aᴴ = a → a * a = 1 → a * B = B * a →
      ((B + 1) * (B + 1) - 1).PosSemidef → ((B - 1) * (B - 1) - 1).PosSemidef →
      ((a + B) * (a + B) - 1).PosSemidef := by
    intro a B h ha hB hp hm
    have h1 := hp.mul_mul_conjTranspose_same (1 + a)
    have h2 := hm.mul_mul_conjTranspose_same (1 - a)
    rw [conjTranspose_add, conjTranspose_one, h] at h1
    rw [conjTranspose_sub, conjTranspose_one, h] at h2
    have hcB : Commute a B := hB
    have u := hcB.add_right (Commute.one_right a)
    have v := hcB.sub_right (Commute.one_right a)
    have c1 := (Commute.one_left _).add_left ((u.mul_right u).sub_right (Commute.one_right a))
    have c2 := (Commute.one_left _).sub_left ((v.mul_right v).sub_right (Commute.one_right a))
    have p1 : (1 + a) * (1 + a) = (1 + a) + (1 + a) := by
      simp only [mul_add, add_mul, mul_one, one_mul, ha]; abel
    have p2 : (1 - a) * (1 - a) = (1 - a) + (1 - a) := by
      simp only [mul_sub, sub_mul, mul_one, one_mul, ha]; abel
    rw [c1.eq, mul_assoc, p1] at h1
    rw [c2.eq, mul_assoc, p2] at h2
    have key : (a + B) * (a + B) - 1 = (1 / 4 : ℂ) •
        (((B + 1) * (B + 1) - 1) * ((1 + a) + (1 + a))
          + ((B - 1) * (B - 1) - 1) * ((1 - a) + (1 - a))) := by
      simp only [mul_add, add_mul, mul_sub, sub_mul, mul_one, one_mul, ha, hB]
      module
    rw [key]
    exact (h1.add h2).smul hq
  induction s using Finset.induction_on with
  | empty =>
    intro c hodd
    have hnat : ∀ k : ℕ, ((k : Matrix n n ℂ)).PosSemidef := by
      intro k
      induction k with
      | zero => rw [Nat.cast_zero]; exact Matrix.PosSemidef.zero
      | succ k ih => rw [Nat.cast_succ]; exact ih.add Matrix.PosSemidef.one
    -- an odd integer has square at least one
    have hpos : 0 ≤ c * c - 1 := by
      have hne : c ≠ 0 := by
        rintro rfl
        simp at hodd
      have := mul_self_pos.2 hne
      omega
    obtain ⟨k, hk⟩ := Int.eq_ofNat_of_zero_le hpos
    have e : (c : Matrix n n ℂ) * c - 1 = (k : Matrix n n ℂ) := by
      exact_mod_cast congrArg (Int.cast : ℤ → Matrix n n ℂ) hk
    rw [Finset.sum_empty, zero_add, e]
    exact hnat k
  | insert i s hi ih =>
    intro c hodd
    rw [Finset.card_insert_of_notMem hi] at hodd
    obtain ⟨k, hk⟩ := hodd
    push_cast at hk
    have hp := ih (c + 1) ⟨k, by omega⟩
    have hm := ih (c - 1) ⟨k - 1, by omega⟩
    rw [Int.cast_add, Int.cast_one, ← add_assoc] at hp
    rw [Int.cast_sub, Int.cast_one, ← add_sub_assoc] at hm
    rw [Finset.sum_insert hi, add_assoc]
    refine step _ _ (hH i) (hsq i) ?_ hp hm
    rw [mul_add, add_mul, Finset.mul_sum, Finset.sum_mul, (Int.cast_commute c (a i)).eq,
      Finset.sum_congr rfl fun j _ => hc i j]

/-- Product operators multiply site by site. -/
theorem tensor_mul {N : ℕ} (A B : Fin N → Matrix (Fin 2) (Fin 2) ℂ) :
    tensor A * tensor B = tensor fun k => A k * B k := by
  ext s u
  simp only [tensor, Matrix.of_apply, Matrix.mul_apply, ← Finset.prod_mul_distrib]
  rw [Finset.prod_univ_sum, Fintype.piFinset_univ]

/-- Each Pauli matrix is Hermitian and squares to the identity. -/
theorem pauli_involution (α : Fin 3) : (pauli α)ᴴ = pauli α ∧ pauli α * pauli α = 1 := by
  constructor <;> fin_cases α <;> ext i j <;> fin_cases i <;> fin_cases j <;>
    simp [pauli, Matrix.mul_apply, Fin.sum_univ_two]

/-- The Pauli matrices of one component on the different sites are commuting Hermitian
involutions. -/
theorem involution_gap_witness (N : ℕ) (α : Fin 3) :
    (∀ i : Fin N, (site i (pauli α))ᴴ = site i (pauli α)) ∧
    (∀ i : Fin N, site i (pauli α) * site i (pauli α) = 1) ∧
    (∀ i j : Fin N, site i (pauli α) * site j (pauli α)
      = site j (pauli α) * site i (pauli α)) := by
  obtain ⟨hH, hsq⟩ := pauli_involution α
  refine ⟨fun i => ?_, fun i => ?_, fun i j => ?_⟩
  · ext s t
    simp only [site, tensor, conjTranspose_apply, Matrix.of_apply, star_prod]
    refine Finset.prod_congr rfl fun k _ => ?_
    rw [← conjTranspose_apply]
    split_ifs
    · rw [hH]
    · rw [conjTranspose_one]
  · have hone : tensor (fun _ : Fin N => (1 : Matrix (Fin 2) (Fin 2) ℂ)) = 1 := by
      ext s t
      by_cases h : s = t
      · subst h; simp [tensor]
      · obtain ⟨k, hk⟩ := Function.ne_iff.1 h
        rw [Matrix.one_apply_ne h]
        exact Finset.prod_eq_zero (Finset.mem_univ k) (Matrix.one_apply_ne hk)
    rw [site, tensor_mul, ← hone]
    congr 1
    funext k
    by_cases h : k = i <;> simp [h, hsq]
  · rw [site, site, tensor_mul, tensor_mul]
    congr 1
    funext k
    by_cases h : k = i <;> by_cases h' : k = j <;> simp [h, h']

/-- For an odd number of spins 1/2, the square of each total spin component is at least 1/4. -/
theorem component_sq_gap {N : ℕ} (hN : Odd N) (α : Fin 3) :
    (totalSpin N α * totalSpin N α - (1 / 4 : ℂ) • (1 : Op N)).PosSemidef := by
  obtain ⟨hH, hsq, hc⟩ := involution_gap_witness N α
  have h := involution_gap _ hH hsq hc Finset.univ 0 (by simpa using hN)
  rw [Int.cast_zero, add_zero] at h
  have hq : (0 : ℂ) ≤ 1 / 4 := by
    rw [Complex.le_def]; constructor <;> norm_num
  convert h.smul hq using 1
  simp only [totalSpin, spin, ← Finset.smul_sum, Matrix.smul_mul, Matrix.mul_smul]
  module

/-- For an odd number of spins 1/2, the matrix `S² - 3/4` is positive semidefinite. -/
theorem spinSq_gap {N : ℕ} (hN : Odd N) :
    (spinSq N - (3 / 4 : ℂ) • (1 : Op N)).PosSemidef := by
  convert ((component_sq_gap hN 0).add (component_sq_gap hN 1)).add
    (component_sq_gap hN 2) using 1
  simp only [spinSq, Fin.sum_univ_three]
  module

/-- An odd number of spins 1/2 has no singlet: only the zero vector is annihilated by `S²`. -/
theorem no_singlet {N : ℕ} (hN : Odd N) (ψ : (Fin N → Fin 2) → ℂ)
    (hψ : spinSq N *ᵥ ψ = 0) : ψ = 0 := by
  have h := (spinSq_gap hN).dotProduct_mulVec_nonneg ψ
  rw [Matrix.sub_mulVec, hψ, Matrix.smul_mulVec, Matrix.one_mulVec, zero_sub,
    dotProduct_neg, dotProduct_smul, smul_eq_mul] at h
  have h0 : 0 ≤ star ψ ⬝ᵥ ψ := dotProduct_star_self_nonneg ψ
  apply dotProduct_star_self_eq_zero.1
  -- the squared norm is both nonnegative and nonpositive
  generalize star ψ ⬝ᵥ ψ = z at h h0 ⊢
  obtain ⟨hr, hi⟩ := Complex.le_def.1 h0
  obtain ⟨hr', _⟩ := Complex.le_def.1 h
  have e : (-((3 / 4 : ℂ) * z)).re = -(3 / 4 * z.re) := by norm_num [Complex.mul_re]
  rw [e] at hr'
  simp only [Complex.zero_re, Complex.zero_im] at hr hi hr'
  exact Complex.ext (by rw [Complex.zero_re]; linarith) (by rw [Complex.zero_im]; exact hi.symm)

/-- The square of the total spin is `3N/4` plus twice the sum of the pair scalar products. -/
theorem spinSq_eq_exchange (N : ℕ) :
    spinSq N = (3 * N / 4 : ℂ) • (1 : Op N) + (2 : ℂ) • exchange N := by
  have hcomm : ∀ i j : Fin N, spinDot i j = spinDot j i := fun i j =>
    Finset.sum_congr rfl fun α _ => by
      simp only [spin, Matrix.smul_mul, Matrix.mul_smul, (involution_gap_witness N α).2.2 i j]
  have hself : ∀ i : Fin N, spinDot i i = (3 / 4 : ℂ) • (1 : Op N) := by
    intro i
    simp only [spinDot, spin, Matrix.smul_mul, Matrix.mul_smul,
      (involution_gap_witness N _).2.1 i, Fin.sum_univ_three]
    module
  have hsum : spinSq N = ∑ i : Fin N, ∑ j : Fin N, spinDot i j := by
    simp only [spinSq, totalSpin, spinDot, Finset.sum_mul_sum]
    rw [Finset.sum_comm]
    exact Finset.sum_congr rfl fun i _ => Finset.sum_comm
  -- the double sum splits into i < j, j < i and the diagonal
  have hsplit : ∀ i j : Fin N, spinDot i j = (if i < j then spinDot i j else 0)
      + (if j < i then spinDot j i else 0) + (if i = j then (3 / 4 : ℂ) • (1 : Op N) else 0) := by
    intro i j
    rcases lt_trichotomy i j with h | h | h
    · simp [h, h.ne, h.not_gt]
    · subst h; simp [hself]
    · simp [h, h.ne', h.not_gt, hcomm i j]
  have hswap : (∑ i : Fin N, ∑ j : Fin N, if j < i then spinDot j i else 0) = exchange N :=
    Finset.sum_comm
  rw [hsum, Finset.sum_congr rfl fun i _ => Finset.sum_congr rfl fun j _ => hsplit i j]
  simp only [Finset.sum_add_distrib]
  rw [hswap, ← exchange]
  simp only [Finset.sum_ite_eq, Finset.mem_univ, if_true, Finset.sum_const, Finset.card_univ,
    Fintype.card_fin, ← Nat.cast_smul_eq_nsmul ℂ]
  module

/-- For an odd number of spins 1/2, the sum of `Si·Sj` over all pairs is at least `3(1-N)/8`. -/
theorem exchange_bound {N : ℕ} (hN : Odd N) :
    (exchange N - (3 * (1 - N) / 8 : ℂ) • (1 : Op N)).PosSemidef := by
  have hq : (0 : ℂ) ≤ 1 / 2 := by
    rw [Complex.le_def]; constructor <;> norm_num
  convert (spinSq_gap hN).smul hq using 1
  rw [spinSq_eq_exchange]
  module

/-- The antisymmetric combination of up-down and down-up for two spins, not normalised. -/
def singlet (s : Fin 2 → Fin 2) : ℂ := !![0, 1; -1, 0] (s 0) (s 1)

/-- For two spins 1/2 the antisymmetric combination is a nonzero state annihilated by `S²`. -/
theorem two_spin_singlet : spinSq 2 *ᵥ singlet = 0 ∧ singlet ≠ 0 := by
  have h : ∀ α, totalSpin 2 α *ᵥ singlet = 0 := by
    intro α
    funext s
    simp only [Matrix.mulVec, dotProduct]
    rw [← (finTwoArrowEquiv (Fin 2)).symm.sum_comp, Fintype.sum_prod_type]
    simp only [totalSpin, spin, site, tensor, singlet, Fin.sum_univ_two, Fin.prod_univ_two,
      Matrix.add_apply, Matrix.smul_apply, Matrix.of_apply, finTwoArrowEquiv_symm_apply]
    generalize s 0 = x
    generalize s 1 = y
    fin_cases α <;> fin_cases x <;> fin_cases y <;> simp [pauli, Matrix.one_apply]
  constructor
  · simp only [spinSq, Fin.sum_univ_three, Matrix.add_mulVec, ← Matrix.mulVec_mulVec, h,
      Matrix.mulVec_zero, add_zero]
  · intro h0
    have h1 := congrFun h0 ![0, 1]
    simp [singlet] at h1

end

end OddSpinCoupling
```

```lean
#print axioms OddSpinCoupling.no_singlet
#print axioms OddSpinCoupling.exchange_bound
#print axioms OddSpinCoupling.two_spin_singlet
```

```
'OddSpinCoupling.no_singlet' depends on axioms: [propext, Classical.choice, Quot.sound]
'OddSpinCoupling.exchange_bound' depends on axioms: [propext, Classical.choice, Quot.sound]
'OddSpinCoupling.two_spin_singlet' depends on axioms: [propext, Classical.choice, Quot.sound]
```

## Spins as matrices on configurations

The sites are numbered $0,\dots,N-1$, the elements of `Fin N`. A configuration is a map `Fin N → Fin 2` that assigns 0 (up along $z$) or 1 (down) to each site, and a state $\psi$ is a complex function on the $2^N$ configurations. It need not be normalised. Operators are matrices indexed by configurations, of type `Op N`.

For configurations $s$ and $t$, the product operator `tensor A` has the entry $\prod_k (A_k)_{s_k t_k}$ in row $s$ and column $t$, and `site i m` places the matrix $m$ at site $i$ and the identity elsewhere. In units of $\hbar$, the spin components and their totals are

$$S_i^\alpha=\tfrac12\sigma_i^\alpha,\qquad S^\alpha=\sum_i S_i^\alpha,\qquad S^2=\sum_\alpha (S^\alpha)^2,$$

where $\alpha=0,1,2$ stands for $x,y,z$ and $\sigma_i^\alpha$ is the Pauli matrix `pauli α` placed at site $i$. In Lean these are `spin`, `totalSpin` and `spinSq`. The scalar product $\mathbf S_i\cdot\mathbf S_j$ is `spinDot i j`, and `exchange N` is its sum over pairs $i<j$, each counted once.

An operator inequality $A\ge b$ means that $A-b\,\mathbb 1$ is positive semidefinite: it is Hermitian and has no negative expectation value. This is `PosSemidef`. For odd $N$ the theorems state:

- `spinSq_gap`: $S^2\ge \tfrac34$.
- `no_singlet`: if $S^2\psi=0$, then $\psi=0$.
- `exchange_bound`: $\sum_{i<j}\mathbf S_i\cdot\mathbf S_j\ge \tfrac{3(1-N)}8$.

For a finite Heisenberg model with the same coupling $J\ge0$ between all pairs, $H=J\sum_{i<j}\mathbf S_i\cdot\mathbf S_j$, the last statement bounds the ground-state energy from below by $3J(1-N)/8$ when $N$ is odd. The theorems concern distinguishable, localised spins 1/2 without orbital degrees of freedom. They neither determine the full spectrum of $S^2$ nor state that the bounds are attained.

## One component at a time

The derivation needs neither ladder operators nor the rules for adding angular momenta. It starts from $n$ commuting Hermitian matrices $a_i$ with $a_i^2=1$ and an integer $c$ such that $n+c$ is odd. The claim is

$$\Big(\sum_i a_i+c\Big)^2\ge 1 .$$

In a common eigenbasis this is plain: each $a_i$ has eigenvalue $\pm1$, so the sum in brackets is an odd integer. Induction on $n$ gives the same result without diagonalising anything.

For $n=0$ the integer $c$ is odd, hence nonzero, and $c^2\ge1$. For the induction step, let $a$ be the added involution and let $B$ be the sum of the $n$ earlier ones plus $c$, where now $n+1+c$ is odd. The matrices $P_\pm=(1\pm a)/2$ are projectors that commute with $B$, and they satisfy $P_++P_-=1$ and $aP_\pm=\pm P_\pm$. Therefore

$$(a+B)^2-1=P_+\big[(B+1)^2-1\big]P_+ + P_-\big[(B-1)^2-1\big]P_- .$$

The brackets belong to $n$ involutions with the integers $c+1$ and $c-1$. Since $n+(c\pm1)$ is odd, both brackets are positive semidefinite by the induction hypothesis. Placing a Hermitian matrix on both sides preserves this, and so does addition.

For fixed $\alpha$, the matrices $\sigma_i^\alpha$ are commuting Hermitian involutions. With $c=0$ and $N$ odd,

$$(S^\alpha)^2=\tfrac14\Big(\sum_i\sigma_i^\alpha\Big)^2\ge\tfrac14 .$$

The three total components do not commute with one another, but operator inequalities can be added all the same, and $S^2\ge\tfrac34$ follows. If $S^2\psi=0$, then

$$0=\langle\psi|S^2|\psi\rangle\ge\tfrac34\langle\psi|\psi\rangle,$$

so $\psi=0$.

For the pair sum, expand the square. The diagonal terms are $\mathbf S_i\cdot\mathbf S_i=3\cdot\tfrac14=\tfrac34$, and spins at different sites commute, so

$$S^2=\sum_{i,j}\mathbf S_i\cdot\mathbf S_j=\frac{3N}4+2\sum_{i<j}\mathbf S_i\cdot\mathbf S_j .$$

Solving for the pair sum and inserting $S^2\ge\tfrac34$ gives

$$\sum_{i<j}\mathbf S_i\cdot\mathbf S_j=\tfrac12\Big(S^2-\frac{3N}4\Big)\ge\frac{3(1-N)}8 .$$

## From the involutions to the matrices in Lean

`involution_gap` is the inequality for commuting involutions. Its induction runs over a finite set `s`, with the integer `c` left general so that the hypothesis can be used at both `c + 1` and `c - 1`. The auxiliary statement `step` passes positivity from the two brackets to $(a+B)^2-1$. It uses the projector identity, written with the unnormalised $1\pm a$ and a prefactor $1/4$. The lemma `mul_mul_conjTranspose_same` supplies the positivity of the two-sided products. Commutation then moves the factors together, $(1\pm a)^2=2(1\pm a)$ simplifies them, and `key` is the resulting algebraic identity. In the base case, $c^2-1$ is a natural number, and a natural multiple of the identity is positive semidefinite.

`tensor_mul` says that product operators multiply site by site. Together with `pauli_involution`, which checks the $2\times2$ matrices entry by entry, it yields `involution_gap_witness`: the Pauli matrices of one component satisfy the three conditions that `involution_gap` places on the matrices. `component_sq_gap` applies that theorem with $c=0$ and rescales by $1/4$, and `spinSq_gap` adds the three components.

In `no_singlet`, the squared norm $\langle\psi|\psi\rangle$ is called `z`. It is nonnegative by itself and nonpositive by the gap, so it vanishes. `spinSq_eq_exchange` holds for every $N$, odd or even. Its proof splits the double sum into $i<j$, $j<i$ and $i=j$, and exchanging the summation indices turns the second part into the first. `exchange_bound` then multiplies the gap by $1/2$.

Oddness matters already at two spins. The vector `singlet` has the value $1$ on up-down and $-1$ on down-up; a factor $1/\sqrt2$ would normalise it. `two_spin_singlet` verifies by entries that each total component annihilates it, so $S^2$ does too, and that it is not zero.

## Three spins with numbers

For $N=3$ the bound on the pair sum is $3(1-3)/8=-\tfrac34$. Bounding each of the three pairs separately by its singlet value $-\tfrac34$ would give only $-\tfrac94$.

Put sites 0 and 1 into the normalised singlet and let site 2 point up. Then $\mathbf S_0\cdot\mathbf S_1$ contributes $-\tfrac34$. Since $\mathbf S_0+\mathbf S_1$ annihilates the singlet, the other two terms, $(\mathbf S_0+\mathbf S_1)\cdot\mathbf S_2$, contribute $0$. The pair sum is $-\tfrac34$, exactly the bound, and

$$S^2=\tfrac94+2\cdot\big(-\tfrac34\big)=\tfrac34 .$$

At $N=1$ there are no pairs: the pair sum and its bound are both zero, and $S^2=\tfrac34$.
